# The hopping-energy Rayleigh quotient of a plateau on N + 1 sites of an infinite chain is 2/(N + 1)

A real state on the infinite chain assigns an amplitude to each integer site, and its hopping energy is the sum of the squared differences between neighbouring amplitudes. The theorem concerns the unnormalised plateau state, equal to 1 on the sites 0 to N and to 0 elsewhere. It says that this state is nonzero with finite support, and that its hopping energy divided by its squared norm, which is the energy of the normalised state, equals 2/(N + 1). The proof reduces both infinite sums to finite ones: only the two edges contribute to the energy, 1 each, and the N + 1 occupied sites contribute 1 each to the squared norm.

This version doesn't compile in Lean 4 with Mathlib:

```lean
import Mathlib

open Finset

namespace InfiniteChainRayleigh

noncomputable section

/-- The hopping energy of a real state on the infinite chain: the sum of squared differences
between neighbouring sites. -/
def hopEnergy (x : ℤ → ℝ) : ℝ := ∑' n, (x (n + 1) - x n) ^ 2

/-- The squared norm of a real state on the infinite chain. -/
def normSq (x : ℤ → ℝ) : ℝ := ∑' n, x n ^ 2

/-- The Rayleigh quotient: hopping energy divided by squared norm. -/
def rayleigh (x : ℤ → ℝ) : ℝ := hopEnergy x / normSq x

/-- The trial states: nonzero real sequences on the integers with finite support. -/
def trialStates : Set (ℤ → ℝ) := {x | (Function.support x).Finite ∧ x ≠ 0}

/-- The plateau state, equal to 1 on the `N + 1` sites `0, ..., N` and to 0 elsewhere. -/
def plateau (N : ℕ) (n : ℤ) : ℝ := if 0 ≤ n ∧ n ≤ (N : ℤ) then 1 else 0

/-- The plateau on `N + 1` sites is a trial state with Rayleigh quotient `2 / (N + 1)`. -/
theorem rayleigh_plateau (N : ℕ) :
    plateau N ∈ trialStates ∧ rayleigh (plateau N) = 2 / ((N : ℝ) + 1) := by
  have a0 : plateau N 0 = 1 := by unfold plateau; exact if_pos (by omega)
  have a1 : plateau N (-1) = 0 := by unfold plateau; exact if_neg (by omega)
  have a2 : plateau N (N : ℤ) = 1 := by unfold plateau; exact if_pos (by omega)
  have a3 : plateau N ((N : ℤ) + 1) = 0 := by unfold plateau; exact if_neg (by omega)
  have hout : ∀ n, n ∉ Finset.Icc (0 : ℤ) N → plateau N n = 0 := by
    intro n hn
    rw [Finset.mem_Icc] at hn
    unfold plateau
    exact if_neg hn
  refine ⟨⟨(Finset.Icc (0 : ℤ) N).finite_toSet.subset ?_, ?_⟩, ?_⟩
  · intro n hn
    by_contra h
    exact hn (hout n h)
  · intro h
    have h0 := congrFun h 0
    rw [a0] at h0
    exact one_ne_zero h0
  · -- only the two edges of the plateau cost energy
    have hE : hopEnergy (plateau N) = 2 := by
      have h := hasSum_sum_of_ne_finset_zero (s := ({-1, (N : ℤ)} : Finset ℤ))
        (f := fun n => (plateau N (n + 1) - plateau N n) ^ 2) (fun n hn => by
          simp only [Finset.mem_insert, Finset.mem_singleton, not_or] at hn
          unfold plateau
          split_ifs <;> first | (exfalso; omega) | norm_num)
      refine h.tsum_eq.trans ?_
      rw [Finset.sum_pair (by omega), neg_add_cancel, a0, a1, a2, a3]
      norm_num
    have hN : normSq (plateau N) = (N : ℝ) + 1 := by
      have h := hasSum_sum_of_ne_finset_zero (s := Finset.Icc (0 : ℤ) N)
        (f := fun n => plateau N n ^ 2) (fun n hn => by simp [hout n hn])
      refine h.tsum_eq.trans ?_
      have h1 : ∀ n ∈ Finset.Icc (0 : ℤ) N, plateau N n ^ 2 = 1 := by
        intro n hn
        rw [Finset.mem_Icc] at hn
        simp [plateau, hn.1, hn.2]
      have hcard : (Finset.Icc (0 : ℤ) N).card = N + 1 := by
        rw [Int.card_Icc]
        omega
      rw [Finset.sum_congr rfl h1, Finset.sum_const, hcard]
      simp
    rw [rayleigh, hE, hN]

end

end InfiniteChainRayleigh
```

The error:

```
Main.lean:47:16: error: typeclass instance problem is stuck
  SummationFilter.LeAtTop ?m.190

Note: Lean will not try to resolve this typeclass instance problem because the second type argument to `SummationFilter.LeAtTop` is a metavariable. This argument must be fully determined before Lean will try to resolve the typeclass.

Hint: Adding type annotations and supplying implicit arguments to functions can give Lean more information for typeclass resolution. For example, if you have a variable `x` that you intend to be a `Nat`, but Lean reports it as having an unresolved type like `?m`, replacing `x` with `(x : Nat)` can get typeclass resolution un-stuck.
```

What went wrong. The message says that Lean cannot find an instance of `SummationFilter.LeAtTop` because the summation filter, which says in what sense the infinite sum is taken, is still unknown. `hasSum_sum_of_ne_finset_zero` holds for a general filter, and `have h := ...` gives the function and the finite set but nothing that fixes the filter. The later use in `h.tsum_eq` comes too late to help.

The repair states the type of `h` as a `HasSum` with no filter written, so Lean takes the default, unconditional summation, and the instance can be found. The `h` in the norm calculation has the same gap and gets the same cure, though no message reports it.

The change to `hedge` plays no part in curing the error. It only moves the proof that the two edge sites differ out of the rewrite and gives it a name. In `rw [Finset.sum_pair (by omega)]`, Lean runs `omega` after the rewrite has matched the sum, when the two sites are already known.

As a diff, the version that Lean accepts:

```diff
@@ -45,15 +45,18 @@
   · -- only the two edges of the plateau cost energy
     have hE : hopEnergy (plateau N) = 2 := by
-      have h := hasSum_sum_of_ne_finset_zero (s := ({-1, (N : ℤ)} : Finset ℤ))
-        (f := fun n => (plateau N (n + 1) - plateau N n) ^ 2) (fun n hn => by
+      have hedge : (-1 : ℤ) ≠ (N : ℤ) := by omega
+      have h : HasSum (fun n : ℤ => (plateau N (n + 1) - plateau N n) ^ 2)
+          (∑ n ∈ ({-1, (N : ℤ)} : Finset ℤ), (plateau N (n + 1) - plateau N n) ^ 2) :=
+        hasSum_sum_of_ne_finset_zero (fun n hn => by
           simp only [Finset.mem_insert, Finset.mem_singleton, not_or] at hn
           unfold plateau
           split_ifs <;> first | (exfalso; omega) | norm_num)
       refine h.tsum_eq.trans ?_
-      rw [Finset.sum_pair (by omega), neg_add_cancel, a0, a1, a2, a3]
+      rw [Finset.sum_pair hedge, neg_add_cancel, a0, a1, a2, a3]
       norm_num
     have hN : normSq (plateau N) = (N : ℝ) + 1 := by
-      have h := hasSum_sum_of_ne_finset_zero (s := Finset.Icc (0 : ℤ) N)
-        (f := fun n => plateau N n ^ 2) (fun n hn => by simp [hout n hn])
+      have h : HasSum (fun n : ℤ => plateau N n ^ 2)
+          (∑ n ∈ Finset.Icc (0 : ℤ) N, plateau N n ^ 2) :=
+        hasSum_sum_of_ne_finset_zero (fun n hn => by simp [hout n hn])
       refine h.tsum_eq.trans ?_
       have h1 : ∀ n ∈ Finset.Icc (0 : ℤ) N, plateau N n ^ 2 = 1 := by
```
